# The quadratic energy of a symmetric plane strain under a totally symmetric stiffness tensor needs only five stiffness components

In plane linear elasticity, let the real stiffness tensor `C` be unchanged by every swap of neighbouring indices, and let the strain be the symmetric matrix with diagonal entries `a`, `c` and off-diagonal entry `b`. The lemma writes the energy, defined as the full sum of `C i j k l * e i j * e k l` without a factor of one half, as a quadratic polynomial in `a`, `b`, `c` whose coefficients involve just five components of `C`. No positivity of the energy is assumed. The attempt expands the sums and then asks `linear_combination` to derive the identity from a weighted sum of symmetry equations.

An attempt in Lean 4 with a fault in it:

```lean
import Mathlib

open Finset

namespace PlanarSpringRealizability

noncomputable section

/-- A rank-four tensor on the plane, given by its components. -/
abbrev Tensor4 := Fin 2 → Fin 2 → Fin 2 → Fin 2 → ℝ

/-- Total symmetry: the components are unchanged by each swap of neighbouring indices. -/
def TotallySymmetric (C : Tensor4) : Prop :=
  ∀ i j k l, C i j k l = C j i k l ∧ C i j k l = C i k j l ∧ C i j k l = C i j l k

/-- The quadratic elastic energy `C_ijkl e_ij e_kl` of a strain `e`. -/
def energy (C : Tensor4) (e : Matrix (Fin 2) (Fin 2) ℝ) : ℝ :=
  ∑ i, ∑ j, ∑ k, ∑ l, C i j k l * e i j * e k l

/-- The energy of the strain with entries `a, b, c`, in terms of five stiffness components. -/
theorem energy_strain {C : Tensor4} (hC : TotallySymmetric C) (a b c : ℝ) :
    energy C !![a, b; b, c] = C 0 0 0 0 * a ^ 2 + 4 * C 0 0 0 1 * a * b
      + C 0 0 1 1 * (2 * a * c + 4 * b ^ 2) + 4 * C 0 1 1 1 * b * c + C 1 1 1 1 * c ^ 2 := by
  have e00 : (!![a, b; b, c] : Matrix (Fin 2) (Fin 2) ℝ) 0 0 = a := rfl
  have e01 : (!![a, b; b, c] : Matrix (Fin 2) (Fin 2) ℝ) 0 1 = b := rfl
  have e10 : (!![a, b; b, c] : Matrix (Fin 2) (Fin 2) ℝ) 1 0 = b := rfl
  have e11 : (!![a, b; b, c] : Matrix (Fin 2) (Fin 2) ℝ) 1 1 = c := rfl
  simp only [energy, Fin.sum_univ_two, e00, e01, e10, e11]
  linear_combination (-2 * a * b) * (hC 0 0 0 1).2.2 - 2 * a * b * (hC 0 0 1 0).2.1
    + (a * b) * (hC 1 0 0 0).1 + (a * b) * (hC 1 0 0 0).2.2
    + (2 * b ^ 2 + a * c) * (hC 1 0 1 0).1 + (a * c) * (hC 1 1 0 0).2.1
    + (3 * b ^ 2 + a * c) * (hC 0 1 1 0).2.2 + (4 * b ^ 2 + a * c) * (hC 0 1 0 1).2.1
    + (b ^ 2) * (hC 1 0 0 1).1 - b ^ 2 * (hC 1 0 1 0).1
    + (3 * b * c) * (hC 1 0 1 1).1 + (2 * b * c) * (hC 1 1 0 1).2.1
    + (b * c) * (hC 1 1 1 0).2.2

end

end PlanarSpringRealizability
```

Messages:

```
Main.lean:29:2: error: ring failed, ring expressions not equal
C : Tensor4
hC : TotallySymmetric C
a b c : ℝ
e00 : !![a, b; b, c] 0 0 = a
e01 : !![a, b; b, c] 0 1 = b
e10 : !![a, b; b, c] 1 0 = b
e11 : !![a, b; b, c] 1 1 = c
⊢ -(a * C 0 0 0 1 * b) + a * b * C 0 0 1 0 + b ^ 2 * C 0 1 0 1 - b ^ 2 * C 0 1 1 0 = 0
```

This version goes through:

```diff
@@ -27,11 +27,18 @@
   have e11 : (!![a, b; b, c] : Matrix (Fin 2) (Fin 2) ℝ) 1 1 = c := rfl
   simp only [energy, Fin.sum_univ_two, e00, e01, e10, e11]
-  linear_combination (-2 * a * b) * (hC 0 0 0 1).2.2 - 2 * a * b * (hC 0 0 1 0).2.1
-    + (a * b) * (hC 1 0 0 0).1 + (a * b) * (hC 1 0 0 0).2.2
-    + (2 * b ^ 2 + a * c) * (hC 1 0 1 0).1 + (a * c) * (hC 1 1 0 0).2.1
-    + (3 * b ^ 2 + a * c) * (hC 0 1 1 0).2.2 + (4 * b ^ 2 + a * c) * (hC 0 1 0 1).2.1
-    + (b ^ 2) * (hC 1 0 0 1).1 - b ^ 2 * (hC 1 0 1 0).1
-    + (3 * b * c) * (hC 1 0 1 1).1 + (2 * b * c) * (hC 1 1 0 1).2.1
-    + (b * c) * (hC 1 1 1 0).2.2
+  -- reduce every component to one of the five independent ones
+  have a1 : C 0 0 1 0 = C 0 0 0 1 := (hC 0 0 1 0).2.2
+  have a2 : C 0 1 0 0 = C 0 0 0 1 := (hC 0 1 0 0).2.1.trans a1
+  have a3 : C 1 0 0 0 = C 0 0 0 1 := (hC 1 0 0 0).1.trans a2
+  have b1 : C 0 1 0 1 = C 0 0 1 1 := (hC 0 1 0 1).2.1
+  have b2 : C 0 1 1 0 = C 0 0 1 1 := (hC 0 1 1 0).2.2.trans b1
+  have b3 : C 1 0 0 1 = C 0 0 1 1 := (hC 1 0 0 1).1.trans b1
+  have b4 : C 1 0 1 0 = C 0 0 1 1 := (hC 1 0 1 0).1.trans b2
+  have b5 : C 1 1 0 0 = C 0 0 1 1 := (hC 1 1 0 0).2.1.trans b4
+  have c1 : C 1 0 1 1 = C 0 1 1 1 := (hC 1 0 1 1).1
+  have c2 : C 1 1 0 1 = C 0 1 1 1 := (hC 1 1 0 1).2.1.trans c1
+  have c3 : C 1 1 1 0 = C 0 1 1 1 := (hC 1 1 1 0).2.2.trans c2
+  rw [a1, a2, a3, b1, b2, b3, b4, b5, c1, c2, c3]
+  ring
 
 end
```

Diagnosis. `linear_combination` subtracts the weighted equations from the goal and leaves `ring` to show that nothing remains. Here something does remain: `a * b` times `C 0 0 1 0 - C 0 0 0 1`, plus `b ^ 2` times `C 0 1 0 1 - C 0 1 1 0`. Both differences vanish by the symmetry of `C`, but `ring` does not use hypotheses and treats the four components as unrelated quantities. So the lemma is not at fault; the chosen weights are.

The repair does away with the weights. Eleven equations, `a1` to `c3`, each derived from `hC`, directly or by chaining with `.trans`, express the eleven other components through `C 0 0 0 1`, `C 0 0 1 1` or `C 0 1 1 1`. After `rw` has put them into the goal, only the five components of the statement are left, the two differences can no longer arise, and `ring` has a plain polynomial identity to check.
